# The best fixed Kerker mixing parameter for a Thomas–Fermi electron gas with a misjudged screening length

Let $q>0$ be the magnitude of a wavevector, $\rho$ the complex Fourier amplitude of the input density at that wavevector, and $\rho_s$ its self-consistent value. The electron gas screens with the Thomas–Fermi wavevector $k$, so its screening length is $1/k$. The mixing scheme assumes a wavevector $p$ instead, which may be wrong, and has a real mixing parameter $a$. The amplitude at $q=0$ is fixed by the electron number and is left out.

```lean
import Mathlib

open Filter Topology

namespace KerkerMixing

noncomputable section
```

A density error $\rho-\rho_s$ produces a Hartree potential energy $4\pi e^2(\rho-\rho_s)/q^2$ (Gaussian units). The Thomas–Fermi gas answers locally, with minus its density of states at the Fermi level (per unit volume, both spins) times this potential energy. With $k^2$ defined as $4\pi e^2$ times that density of states, the output amplitude is

$$\rho_{\rm out}=\rho_s-\frac{k^2}{q^2}(\rho-\rho_s).$$

This linear response is the physical input of the model. It is taken as a definition, not derived from a density functional.

```lean
/-- Output density amplitude at wavevector `q ≠ 0` of a Thomas-Fermi electron gas with screening
wavevector `k`, for input amplitude `ρ` and self-consistent amplitude `ρs`. -/
def scfOutput (k q : ℝ) (ρs ρ : ℂ) : ℂ := ρs - ((k ^ 2 / q ^ 2 : ℝ) : ℂ) * (ρ - ρs)
```

A Kerker step adds a damped residual to the input:

$$\rho'=\rho+a\,\frac{q^2}{q^2+p^2}\,(\rho_{\rm out}-\rho).$$

```lean
/-- One Kerker mixing step at wavevector `q ≠ 0`, with mixing parameter `a` and assumed screening
wavevector `p`: the residual is damped by `a q² / (q² + p²)` and added to the input. -/
def kerkerStep (a p k q : ℝ) (ρs ρ : ℂ) : ℂ :=
  ρ + ((a * (q ^ 2 / (q ^ 2 + p ^ 2)) : ℝ) : ℂ) * (scfOutput k q ρs ρ - ρ)
```

The quantity to be studied is the real number

$$f_a(q)=1-a\,\frac{q^2}{q^2+p^2}\left(1+\frac{k^2}{q^2}\right),$$

in which $1+k^2/q^2$ is the Thomas–Fermi dielectric function.

```lean
/-- The error factor at wavevector `q ≠ 0`: one minus the Kerker preconditioner times the
Thomas-Fermi dielectric function `1 + k² / q²`. -/
def errorFactor (a p k q : ℝ) : ℝ :=
  1 - a * (q ^ 2 / (q ^ 2 + p ^ 2) * (1 + k ^ 2 / q ^ 2))
```

Its worst case is taken over all positive wavevectors, $W(a)=\sup_{q>0}|f_a(q)|$. A periodic cell contains only some of these wavevectors, so $W(a)$ bounds the error factors in every cell.

```lean
/-- The supremum of the absolute error factor over all wavevectors `q > 0`, for `p ≠ 0`. -/
def worstFactor (a p k : ℝ) : ℝ :=
  sSup ((fun q => |errorFactor a p k q|) '' Set.Ioi 0)
```

The candidate for the best parameter is $a^*=2p^2/(k^2+p^2)$.

```lean
/-- The mixing parameter `2p² / (k² + p²)`, for `k` and `p` not both zero. -/
def optimalMixing (p k : ℝ) : ℝ := 2 * p ^ 2 / (k ^ 2 + p ^ 2)
```

In Lean, `errorFactor a p k q` is $f_a(q)$, `worstFactor a p k` is $W(a)$ and `optimalMixing p k` is $a^*$. Amplitudes have type `ℂ`; all parameters are real.

## One step multiplies the error by a real factor

The residual is $\rho_{\rm out}-\rho=-(1+k^2/q^2)(\rho-\rho_s)$. Subtracting $\rho_s$ from the Kerker step gives

$$\rho'-\rho_s=(\rho-\rho_s)-a\,\frac{q^2}{q^2+p^2}\left(1+\frac{k^2}{q^2}\right)(\rho-\rho_s)=f_a(q)\,(\rho-\rho_s).$$

```lean
/-- One Kerker step multiplies the deviation from self-consistency by the error factor. -/
theorem kerkerStep_error (a p k q : ℝ) (ρs ρ : ℂ) :
    kerkerStep a p k q ρs ρ - ρs = (errorFactor a p k q : ℂ) * (ρ - ρs) := by
  unfold kerkerStep scfOutput errorFactor
  push_cast
  ring
```

After the definitions are unfolded, `push_cast` moves the real coefficients into `ℂ` and `ring` does the collection of terms.

Since $q^2(1+k^2/q^2)=q^2+k^2$ for $q>0$, the factor simplifies to

$$f_a(q)=1-a\,\frac{q^2+k^2}{q^2+p^2}.$$

```lean
/-- For `q > 0` the error factor is `1 - a (q² + k²) / (q² + p²)`. -/
theorem errorFactor_eq {a p k q : ℝ} (hq : 0 < q) :
    errorFactor a p k q = 1 - a * ((q ^ 2 + k ^ 2) / (q ^ 2 + p ^ 2)) := by
  have hq2 : q ^ 2 ≠ 0 := by positivity
  have h : q ^ 2 * (1 + k ^ 2 / q ^ 2) = q ^ 2 + k ^ 2 := by
    rw [mul_add, mul_one, mul_div_cancel₀ _ hq2]
  unfold errorFactor
  rw [div_mul_eq_mul_div, h]
```

## The worst case lies at the two ends of the spectrum

Let $p>0$. The weights $w=q^2/(q^2+p^2)$ and $v=p^2/(q^2+p^2)$ are non-negative and add up to one, and

$$w(1-a)+v\left(1-a\frac{k^2}{p^2}\right)=1-a\,\frac{q^2+k^2}{q^2+p^2}=f_a(q).$$

The triangle inequality then gives

$$|f_a(q)|\le M:=\max\left(|1-a|,\ \left|1-a\frac{k^2}{p^2}\right|\right).$$

No smaller bound works. For short wavelengths,

$$\frac{q^2+k^2}{q^2+p^2}=1+\frac{k^2-p^2}{q^2+p^2}\to1\quad(q\to\infty),$$

so $|f_a(q)|\to|1-a|$. For long wavelengths the same ratio tends to $k^2/p^2$ as $q\to0$, so $|f_a(q)|\to|1-ak^2/p^2|$. Any upper bound $b$ of all the $|f_a(q)|$ is at least as large as both limits, hence $b\ge M$.

```lean
/-- For `p > 0` the least upper bound of the absolute error factor over `q > 0` is the larger of
its short-wavelength limit `|1 - a|` and its long-wavelength limit `|1 - a k² / p²|`. -/
theorem isLUB_errorFactor (a k : ℝ) {p : ℝ} (hp : 0 < p) :
    IsLUB ((fun q => |errorFactor a p k q|) '' Set.Ioi 0)
      (max |1 - a| |1 - a * (k ^ 2 / p ^ 2)|) := by
  constructor
  · rintro _ ⟨q, hq, rfl⟩
    have hq : 0 < q := hq
    have hs : 0 < q ^ 2 + p ^ 2 := by positivity
    -- the factor is a weighted mean of its two limits
    have h : errorFactor a p k q = q ^ 2 / (q ^ 2 + p ^ 2) * (1 - a)
        + p ^ 2 / (q ^ 2 + p ^ 2) * (1 - a * (k ^ 2 / p ^ 2)) := by
      rw [errorFactor_eq hq]
      field_simp
      ring
    have hw : 0 ≤ q ^ 2 / (q ^ 2 + p ^ 2) := by positivity
    have hv : 0 ≤ p ^ 2 / (q ^ 2 + p ^ 2) := by positivity
    have hwv : q ^ 2 / (q ^ 2 + p ^ 2) + p ^ 2 / (q ^ 2 + p ^ 2) = 1 := by
      rw [← add_div, div_self hs.ne']
    change |errorFactor a p k q| ≤ _
    rw [h]
    refine (abs_add_le _ _).trans ?_
    rw [abs_mul, abs_mul, abs_of_nonneg hw, abs_of_nonneg hv]
    refine (add_le_add
      (mul_le_mul_of_nonneg_left (le_max_left |1 - a| |1 - a * (k ^ 2 / p ^ 2)|) hw)
      (mul_le_mul_of_nonneg_left (le_max_right |1 - a| |1 - a * (k ^ 2 / p ^ 2)|) hv)).trans ?_
    rw [← add_mul, hwv, one_mul]
  · intro b hb
    have hb' : ∀ q : ℝ, 0 < q → |1 - a * ((q ^ 2 + k ^ 2) / (q ^ 2 + p ^ 2))| ≤ b := by
      intro q hq
      rw [← errorFactor_eq hq]
      exact hb ⟨q, hq, rfl⟩
    apply max_le
    · -- short wavelengths, `q → ∞`
      have h1 : Tendsto (fun q : ℝ => (k ^ 2 - p ^ 2) / (q ^ 2 + p ^ 2)) atTop (𝓝 0) :=
        tendsto_const_nhds.div_atTop
          (tendsto_atTop_add_const_right _ _ (tendsto_pow_atTop two_ne_zero))
      have h2 := (((h1.const_add 1).const_mul a).const_sub 1).abs
      rw [add_zero, mul_one] at h2
      refine le_of_tendsto h2 ?_
      filter_upwards [eventually_gt_atTop 0] with q hq
      have hs : q ^ 2 + p ^ 2 ≠ 0 := by positivity
      have h3 : 1 + (k ^ 2 - p ^ 2) / (q ^ 2 + p ^ 2) = (q ^ 2 + k ^ 2) / (q ^ 2 + p ^ 2) := by
        rw [eq_div_iff hs, add_mul, div_mul_cancel₀ _ hs]
        ring
      rw [h3]
      exact hb' q hq
    · -- long wavelengths, `q → 0`
      have hs : (0 : ℝ) ^ 2 + p ^ 2 ≠ 0 := by positivity
      have hn : ContinuousAt (fun q : ℝ => q ^ 2 + k ^ 2) 0 := by fun_prop
      have hd : ContinuousAt (fun q : ℝ => q ^ 2 + p ^ 2) 0 := by fun_prop
      have hf : ContinuousAt (fun q : ℝ => (q ^ 2 + k ^ 2) / (q ^ 2 + p ^ 2)) 0 :=
        hn.div hd hs
      have hc : ContinuousAt
          (fun q : ℝ => |1 - a * ((q ^ 2 + k ^ 2) / (q ^ 2 + p ^ 2))|) 0 :=
        ((hf.tendsto.const_mul a).const_sub 1).abs
      have h2 := hc.tendsto.mono_left (nhdsWithin_le_nhds (s := Set.Ioi 0))
      have h3 : |1 - a * (((0 : ℝ) ^ 2 + k ^ 2) / ((0 : ℝ) ^ 2 + p ^ 2))| ≤ b := by
        refine le_of_tendsto h2 ?_
        filter_upwards [self_mem_nhdsWithin] with q hq
        exact hb' q hq
      have e : (0 : ℝ) ^ 2 = 0 := by norm_num
      rw [e, zero_add, zero_add] at h3
      exact h3
```

`IsLUB` says that $M$ is an upper bound and that every upper bound is at least $M$; the two bullets after `constructor` prove these in turn. In the first, `h` is the weighted mean and `hwv` is $w+v=1$. In the second, `le_of_tendsto` carries the inequality $|f_a(q)|\le b$ to each limit. The limit at zero comes from continuity of the ratio at $q=0$, restricted to $q>0$.

## Balancing the limits fixes the parameter

At $a=a^*$ the two limits are

$$1-a^*=\frac{k^2-p^2}{k^2+p^2}=:d,\qquad 1-a^*\frac{k^2}{p^2}=1-\frac{2k^2}{k^2+p^2}=-d.$$

```lean
/-- For `p > 0`, at the mixing parameter `2p² / (k² + p²)` the short- and long-wavelength limits
of the error factor are opposite numbers. -/
theorem optimalMixing_balances (k : ℝ) {p : ℝ} (hp : 0 < p) :
    1 - optimalMixing p k = (k ^ 2 - p ^ 2) / (k ^ 2 + p ^ 2) ∧
    1 - optimalMixing p k * (k ^ 2 / p ^ 2) = -((k ^ 2 - p ^ 2) / (k ^ 2 + p ^ 2)) := by
  have hs : k ^ 2 + p ^ 2 ≠ 0 := by positivity
  unfold optimalMixing
  constructor
  · field_simp
    ring
  · field_simp
    ring
```

Their absolute values agree, so $W(a^*)=|d|=|k^2-p^2|/(k^2+p^2)$. For $k,p>0$ we have $-(k^2+p^2)<k^2-p^2<k^2+p^2$, hence $|d|<1$.

To see that every other parameter is worse, suppose $W(a)\le|d|$ and write $r=k^2/p^2>0$. Then $|1-a|\le|d|$ and $|1-ar|\le|d|$.

- If $d\ge0$, the first inequality gives $a\ge1-d=a^*$. The second gives $ar\le1+d=a^*r$, hence $a\le a^*$.
- If $d\le0$, the first gives $a\le1-d=a^*$. The second gives $ar\ge1+d=a^*r$, hence $a\ge a^*$.

Either way $a=a^*$.

```lean
/-- For `k, p > 0` the worst error factor at `a = 2p² / (k² + p²)` is `|k² - p²| / (k² + p²)`,
which is below one, and every other real mixing parameter has a larger worst error factor. -/
theorem kerker_optimal {p k : ℝ} (hp : 0 < p) (hk : 0 < k) :
    worstFactor (optimalMixing p k) p k = |k ^ 2 - p ^ 2| / (k ^ 2 + p ^ 2) ∧
    |k ^ 2 - p ^ 2| / (k ^ 2 + p ^ 2) < 1 ∧
    ∀ a, a ≠ optimalMixing p k → worstFactor (optimalMixing p k) p k < worstFactor a p k := by
  have hs : 0 < k ^ 2 + p ^ 2 := by positivity
  have hw : ∀ a, worstFactor a p k = max |1 - a| |1 - a * (k ^ 2 / p ^ 2)| := fun a =>
    (isLUB_errorFactor a k hp).csSup_eq (Set.nonempty_Ioi.image _)
  obtain ⟨h1, h2⟩ := optimalMixing_balances k hp
  have hopt : worstFactor (optimalMixing p k) p k = |(k ^ 2 - p ^ 2) / (k ^ 2 + p ^ 2)| := by
    rw [hw, h1, h2, abs_neg, max_self]
  refine ⟨by rw [hopt, abs_div, abs_of_pos hs], ?_, ?_⟩
  · have hk2 : 0 < k ^ 2 := by positivity
    have hp2 : 0 < p ^ 2 := by positivity
    rw [div_lt_one hs, abs_lt]
    constructor <;> linarith
  · intro a ha
    by_contra hcon
    have hle := not_lt.mp hcon
    rw [hopt, hw] at hle
    have hA := (le_max_left _ _).trans hle
    have hB := (le_max_right _ _).trans hle
    have hr : 0 < k ^ 2 / p ^ 2 := by positivity
    -- neither limit can be improved without worsening the other
    apply ha
    rcases le_total 0 ((k ^ 2 - p ^ 2) / (k ^ 2 + p ^ 2)) with hd | hd
    · rw [abs_of_nonneg hd, abs_le] at hA hB
      exact le_antisymm (le_of_mul_le_mul_right (by linarith [hB.1]) hr) (by linarith [hA.2])
    · rw [abs_of_nonpos hd, abs_le] at hA hB
      exact le_antisymm (by linarith [hA.1]) (le_of_mul_le_mul_right (by linarith [hB.2]) hr)
```

The theorem has three parts: the value of $W(a^*)$, the fact that it is below one, and the strict inequality $W(a^*)<W(a)$ for every real $a\ne a^*$. Together they say that $a^*$ is the unique minimizer of $W$, the worst case over all wavevectors. In a particular cell, which contains only some of them, another parameter can have a smaller worst factor. Mathlib gives `sSup` of an unbounded set of reals the value zero, which would spoil a minimization; `hw` excludes this by deriving the value of `worstFactor` from the least upper bound found above. In the last part, `by_contra` introduces the assumption $W(a)\le|d|$, and `rcases` splits on the sign of $d$ as in the list.

If the true screening wavevector is twice the assumed one, or half of it, the optimal worst factor is $3/5$. The parameters differ: $a^*=2/5$ for $k=2p$ and $a^*=8/5$ for $p=2k$.

The theorem fails for $k=0$. Take $p=1$: the limits are $1-a$ and $1$, so $W(a)=\max(|1-a|,1)$. The formula gives $a^*=2$ with $W(2)=1$, which is not below one, and $a=1$ does equally well. Thus $k\ne0$ is needed; the sign of $k$ is immaterial, because only $k^2$ enters.

## A convergence rate without the cell size

Repeating the step at $a=a^*$ multiplies the error by the same factor each time. Since $|f_{a^*}(q)|\le|d|$ for every $q>0$, the amplitude $\rho_n$ after $n$ steps from $\rho_0=\rho$ satisfies

$$|\rho_n-\rho_s|=|f_{a^*}(q)|^n\,|\rho-\rho_s|\le\left(\frac{|k^2-p^2|}{k^2+p^2}\right)^n|\rho-\rho_s|.$$

```lean
/-- For `p > 0`, after `n` Kerker steps with `a = 2p² / (k² + p²)` the density error at any
wavevector `q > 0` is at most `(|k² - p²| / (k² + p²))ⁿ` times the initial one. -/
theorem kerker_iterate_error {p q : ℝ} (k : ℝ) (hp : 0 < p) (hq : 0 < q) (ρs ρ : ℂ) (n : ℕ) :
    ‖(kerkerStep (optimalMixing p k) p k q ρs)^[n] ρ - ρs‖
      ≤ (|k ^ 2 - p ^ 2| / (k ^ 2 + p ^ 2)) ^ n * ‖ρ - ρs‖ := by
  have hs : 0 < k ^ 2 + p ^ 2 := by positivity
  have hf : |errorFactor (optimalMixing p k) p k q| ≤ |k ^ 2 - p ^ 2| / (k ^ 2 + p ^ 2) := by
    have h := (isLUB_errorFactor (optimalMixing p k) k hp).1 ⟨q, hq, rfl⟩
    obtain ⟨h1, h2⟩ := optimalMixing_balances k hp
    rw [h1, h2, abs_neg, max_self, abs_div, abs_of_pos hs] at h
    exact h
  induction n with
  | zero => simp
  | succ n ih =>
    rw [Function.iterate_succ_apply', kerkerStep_error, norm_mul, Complex.norm_real,
      Real.norm_eq_abs, pow_succ', mul_assoc]
    exact mul_le_mul hf ih (norm_nonneg _) (by positivity)
```

The notation `^[n]` means $n$-fold application of the step, and `‖·‖` is the complex modulus. The bound `hf` is the upper-bound half of `isLUB_errorFactor`, evaluated at $a^*$. The induction on `n` then peels off one step at a time with `kerkerStep_error`. Here $k$ may be any real number; for $k=0$ the bound only says that the error does not grow. For $k=p\neq0$ a single step reaches self-consistency.

For a metal ($k>0$) in the linearised Thomas–Fermi model this means that, at $a=a^*$, a wrong assumed screening length costs iterations, but the number sufficient to reduce the error of every amplitude by a given factor does not grow with the cell. Computing $a^*$ takes the true $k$. With another fixed parameter a wrong $p$ can make the iteration diverge in a large enough cell: for $k=2p$ and $a=1$ the error factor tends to $-3$ at long wavelengths. The model treats each wavevector separately. It leaves out exchange and correlation, the coupling of wavevectors in an inhomogeneous crystal, nonlinear response far from self-consistency, and schemes that combine several earlier densities.

## Plain mixing amplifies according to wavelength

Setting $p=0$ removes the preconditioner, and the factor becomes $1-t$ with $t=a(q^2+k^2)/q^2$. For $a>0$ we have $t>0$, so $1-t$ is below one, and $|1-t|>1$ can only mean $t-1>1$. Therefore

$$|f_a(q)|>1\iff t>2\iff 2q^2<a(q^2+k^2).$$

```lean
/-- Plain linear mixing (`p = 0`) with `a > 0` amplifies the error at wavevector `q > 0` exactly
when `2q² < a (q² + k²)`. -/
theorem plain_mixing_amplifies_iff {a q : ℝ} (k : ℝ) (ha : 0 < a) (hq : 0 < q) :
    1 < |errorFactor a 0 k q| ↔ 2 * q ^ 2 < a * (q ^ 2 + k ^ 2) := by
  have hq2 : 0 < q ^ 2 := by positivity
  have e : q ^ 2 + (0 : ℝ) ^ 2 = q ^ 2 := by ring
  have hpos : 0 < a * (q ^ 2 + k ^ 2) / q ^ 2 := by positivity
  rw [errorFactor_eq hq, e, ← mul_div_assoc, ← lt_div_iff₀ hq2, lt_abs]
  constructor
  · rintro (h | h) <;> linarith
  · intro h
    right
    linarith

end

end KerkerMixing
```

In the proof, `lt_abs` splits the condition into the two signs of $1-t$. The positivity statement `hpos` rules out the first, and `linarith` settles the second.

For $k\ne0$ and $0<a<2$, the amplified wavevectors are those with $q^2<ak^2/(2-a)$. A parameter that is safe in a small cell can thus fail in a larger one, which admits smaller $q$.

```lean
#print axioms KerkerMixing.kerker_optimal
#print axioms KerkerMixing.kerker_iterate_error
#print axioms KerkerMixing.plain_mixing_amplifies_iff
```

```
'KerkerMixing.kerker_optimal' depends on axioms: [propext, Classical.choice, Quot.sound]
'KerkerMixing.kerker_iterate_error' depends on axioms: [propext, Classical.choice, Quot.sound]
'KerkerMixing.plain_mixing_amplifies_iff' depends on axioms: [propext, Classical.choice, Quot.sound]
```
